# For a Gaussian projector cut off at relative tolerance e, cutoff wavevector times radius equals 2 log(1/e)

Setting up a plane-wave calculation with a separable pseudopotential involves choosing a kinetic-energy cutoff for the basis. If the nonlocal projectors are applied on a real-space grid, it also involves choosing the radius of the sphere around each atom outside which a projector is set to zero. For a pure Gaussian projector of given width, one tolerance on its tails fixes a radius and a cutoff wavevector, and the product of these two does not depend on the width. A projector half as wide needs half the radius and twice the cutoff wavevector, hence four times the cutoff energy.

Let $s>0$ be the width of the projector and $e$ the tolerance, the fraction of the central value at which the tail is dropped. Let $r$ be a position at which the projector has fallen to that fraction, and $k$ a wavevector at which its Fourier transform has fallen to the same fraction of its value at zero wavevector. The result is

$$|k|\,|r| = 2\log(1/e),$$

with the natural logarithm. The Gaussian shape in real space is the assumption; the Gaussian decay in reciprocal space is derived from it.

```lean
import Mathlib

open Complex

namespace GaussianDualSpaceProjector

noncomputable section
```

## The projector and its Fourier integral

Positions and wavevectors are both vectors in three-dimensional Euclidean space, with the usual inner product $k\cdot r$ and length $|r|$.

```lean
/-- Three-dimensional Euclidean space, used for positions and for wavevectors. -/
abbrev Space := EuclideanSpace ℝ (Fin 3)
```

The projector is the spherical Gaussian

$$p_s(r) = e^{-|r|^2/(2s^2)},\qquad p_s(0)=1.$$

Here, as in every exponential written this way, the base is Euler's number and not the tolerance. Normalising the projector would multiply it by a constant, which cancels from every ratio below.

```lean
/-- The Gaussian projector of width `s` in real space, equal to one at the origin. -/
def projector (s : ℝ) (r : Space) : ℝ := Real.exp (-‖r‖ ^ 2 / (2 * s ^ 2))
```

In reciprocal space the projector is the integral over all space

$$\tilde p_s(k) = \int e^{-ik\cdot r}\,p_s(r)\,d^3r .$$

This convention makes $k$ the angular wavevector that labels a plane wave $e^{ik\cdot r}$. With $2\pi$ in the exponent, $k$ would be a spatial frequency and the product $|k||r|$ would be smaller by a factor of $2\pi$. A prefactor such as the inverse square root of the cell volume would again cancel.

```lean
/-- The projector in reciprocal space: the Fourier integral of the real-space Gaussian. -/
def formFactor (s : ℝ) (k : Space) : ℂ :=
  ∫ r : Space, cexp (-I * ((inner ℝ k r : ℝ) : ℂ)) * (projector s r : ℂ)
```

## Gaussian decay in reciprocal space

Completing the square in the exponent gives

$$-\frac{|r|^2}{2s^2} - ik\cdot r = -\frac{1}{2s^2}\sum_{j=1}^{3}\left(r_j + i s^2 k_j\right)^2 - \frac{|k|^2s^2}{2}.$$

The integral then factorises over the three Cartesian components. In each factor the imaginary shift can be removed by moving the contour, since the integrand is entire and decays at both ends, and what remains is $\int e^{-x^2/(2s^2)}dx=\sqrt{2\pi}\,s$. Therefore

$$\tilde p_s(k) = (2\pi s^2)^{3/2}\, e^{-|k|^2s^2/2}.$$

```lean
/-- The Fourier transform of the Gaussian projector is a Gaussian in the wavevector. -/
theorem formFactor_eq {s : ℝ} (hs : 0 < s) (k : Space) :
    formFactor s k = ((2 * Real.pi * s ^ 2 : ℝ) : ℂ) ^ (3 / 2 : ℂ) *
      ((Real.exp (-(‖k‖ ^ 2 * s ^ 2 / 2)) : ℝ) : ℂ) := by
  have hsC : (s : ℂ) ≠ 0 := Complex.ofReal_ne_zero.mpr hs.ne'
  have hb : 0 < (((1 / (2 * s ^ 2) : ℝ) : ℂ)).re := by
    rw [Complex.ofReal_re]; positivity
  have h := GaussianFourier.integral_cexp_neg_mul_sq_norm_add hb (-I) k
  -- combine the plane wave and the Gaussian into one exponential
  have hint : formFactor s k = ∫ v : Space,
      cexp (-((1 / (2 * s ^ 2) : ℝ) : ℂ) * (‖v‖ : ℂ) ^ 2
        + -I * ((inner ℝ k v : ℝ) : ℂ)) := by
    unfold formFactor
    congr 1
    funext r
    rw [projector, Complex.ofReal_exp, ← Complex.exp_add]
    congr 1
    push_cast
    ring
  have h1 : (Real.pi : ℂ) / ((1 / (2 * s ^ 2) : ℝ) : ℂ)
      = ((2 * Real.pi * s ^ 2 : ℝ) : ℂ) := by
    push_cast
    field_simp
  have h2 : (-I) ^ 2 * (‖k‖ : ℂ) ^ 2 / (4 * ((1 / (2 * s ^ 2) : ℝ) : ℂ))
      = ((-(‖k‖ ^ 2 * s ^ 2 / 2) : ℝ) : ℂ) := by
    rw [neg_sq, Complex.I_sq]
    push_cast
    field_simp
    ring
  rw [hint, h, h1, h2, finrank_euclideanSpace_fin, Complex.ofReal_exp, Nat.cast_ofNat]
```

The proof takes the Gaussian integral from Mathlib, which gives $\int e^{-b|v|^2 + c\,k\cdot v}\,d^3v = (\pi/b)^{3/2}e^{c^2|k|^2/(4b)}$ for a complex $b$ with positive real part. The step `hint` puts `formFactor` into this form with $b=1/(2s^2)$ and $c=-i$. The steps `h1` and `h2` then simplify the prefactor, $\pi/b=2\pi s^2$, and the exponent, $c^2|k|^2/(4b)=-|k|^2s^2/2$.

At $k=0$ the exponential is one, so $\tilde p_s(0)=(2\pi s^2)^{3/2}$, which is not zero. Taking magnitudes and comparing with this value,

$$|\tilde p_s(k)| = |\tilde p_s(0)|\,e^{-|k|^2s^2/2}.$$

```lean
/-- The reciprocal-space projector is nonzero at zero wavevector, and its magnitude relative
to that value decays as a Gaussian of width `1 / s`. -/
theorem formFactor_decay {s : ℝ} (hs : 0 < s) (k : Space) :
    formFactor s 0 ≠ 0 ∧
      ‖formFactor s k‖ = ‖formFactor s 0‖ * Real.exp (-(‖k‖ ^ 2 * s ^ 2 / 2)) := by
  have h0 : formFactor s 0 = ((2 * Real.pi * s ^ 2 : ℝ) : ℂ) ^ (3 / 2 : ℂ) := by
    rw [formFactor_eq hs 0, norm_zero]
    norm_num
  have hne : ((2 * Real.pi * s ^ 2 : ℝ) : ℂ) ≠ 0 :=
    Complex.ofReal_ne_zero.mpr (by positivity)
  constructor
  · rw [h0, Complex.cpow_def_of_ne_zero hne]
    exact Complex.exp_ne_zero _
  · rw [formFactor_eq hs k, h0, norm_mul, Complex.norm_real,
      Real.norm_of_nonneg (Real.exp_pos _).le]
```

The nonvanishing of $\tilde p_s(0)$ is stated alongside the decay because a relative tolerance has content only if the reference value is nonzero.

## Where the tails fall below the tolerance

In real space, for $e>0$, the condition $p_s(r)\le e\,p_s(0)$ reads $e^{-|r|^2/(2s^2)}\le e$. The logarithm is increasing, so this is equivalent to $-|r|^2/(2s^2)\le\log e$, that is,

$$|r|^2 \ge 2s^2\log(1/e).$$

```lean
/-- The real-space projector is at most the fraction `e` of its central value exactly when
the squared distance is at least `2 s² log (1/e)`. -/
theorem projector_tail_iff {s e : ℝ} (hs : 0 < s) (he : 0 < e) (r : Space) :
    projector s r ≤ e * projector s 0 ↔ 2 * s ^ 2 * Real.log (1 / e) ≤ ‖r‖ ^ 2 := by
  have h0 : projector s 0 = 1 := by simp [projector]
  have h2 : 0 < 2 * s ^ 2 := by positivity
  rw [h0, mul_one, projector, ← Real.le_log_iff_exp_le he, div_le_iff₀ h2,
    one_div, Real.log_inv]
  constructor <;> intro h <;> linarith
```

In reciprocal space, dividing $|\tilde p_s(k)|\le e\,|\tilde p_s(0)|$ by the positive number $|\tilde p_s(0)|$ leaves $e^{-|k|^2s^2/2}\le e$, and taking logarithms gives

$$|k|^2s^2 \ge 2\log(1/e).$$

```lean
/-- The reciprocal-space projector is at most the fraction `e` of its zero-wavevector
magnitude exactly when `|k|² s²` is at least `2 log (1/e)`. -/
theorem formFactor_tail_iff {s e : ℝ} (hs : 0 < s) (he : 0 < e) (k : Space) :
    ‖formFactor s k‖ ≤ e * ‖formFactor s 0‖ ↔
      2 * Real.log (1 / e) ≤ ‖k‖ ^ 2 * s ^ 2 := by
  obtain ⟨hne, hk⟩ := formFactor_decay hs k
  have hpos : 0 < ‖formFactor s 0‖ := norm_pos_iff.mpr hne
  rw [hk, mul_comm e, one_div, Real.log_inv]
  constructor
  · intro h
    have h' := (Real.le_log_iff_exp_le he).mpr (le_of_mul_le_mul_left h hpos)
    linarith
  · intro h
    exact mul_le_mul_of_nonneg_left
      ((Real.le_log_iff_exp_le he).mp (by linarith)) hpos.le
```

These two equivalences are what justify calling the level radii cutoffs: everything beyond them is below the tolerance, and everything inside them is above it. They hold for every positive $e$. For $e>1$ the logarithm is negative and both sides are true everywhere.

## The two level radii

Suppose now that the tolerance is met exactly, so that $|\tilde p_s(k)| = e\,|\tilde p_s(0)|$ and $p_s(r)=e\,p_s(0)$. After division by the central values these are

$$e^{-|k|^2s^2/2}=e,\qquad e^{-|r|^2/(2s^2)}=e,$$

and their logarithms give

$$|r|^2 = 2s^2\log(1/e),\qquad |k|^2s^2 = 2\log(1/e).$$

```lean
/-- If both projectors have fallen to the fraction `e` of their central values, at `r` and
at `k`, then `|r|² = 2 s² log (1/e)` and `|k|² s² = 2 log (1/e)`. -/
theorem level_radii {s e : ℝ} (hs : 0 < s) {k r : Space}
    (hk : ‖formFactor s k‖ = e * ‖formFactor s 0‖)
    (hr : projector s r = e * projector s 0) :
    ‖r‖ ^ 2 = 2 * s ^ 2 * Real.log (1 / e) ∧ ‖k‖ ^ 2 * s ^ 2 = 2 * Real.log (1 / e) := by
  have h0 : projector s 0 = 1 := by simp [projector]
  have hr' : Real.exp (-‖r‖ ^ 2 / (2 * s ^ 2)) = e := by
    rw [h0, mul_one] at hr
    exact hr
  obtain ⟨hne, hd⟩ := formFactor_decay hs k
  have hk' : Real.exp (-(‖k‖ ^ 2 * s ^ 2 / 2)) = e := by
    apply mul_left_cancel₀ (norm_ne_zero_iff.mpr hne)
    rw [← hd, hk, mul_comm]
  -- take the logarithm of each level condition
  constructor
  · rw [one_div, Real.log_inv, ← hr', Real.log_exp]
    field_simp
  · rw [one_div, Real.log_inv, ← hk', Real.log_exp]
    ring
```

The hypotheses `hk` and `hr` are the two level conditions, written with the Fourier integral and the projector themselves. The proof reduces them to the bare exponential equations `hk'` and `hr'` and takes logarithms. No range for $e$ is assumed: an exponential is positive, and one with a nonpositive exponent is at most one, so the conditions already force $0<e\le1$.

## The width cancels from the product

Multiplying the two squared radii,

$$|k|^2|r|^2 = |k|^2\cdot 2s^2\log(1/e) = 2\log(1/e)\cdot|k|^2s^2 = \bigl(2\log(1/e)\bigr)^2 .$$

Both $|k||r|$ and $2\log(1/e)$ are nonnegative, the latter because it equals $|k|^2s^2$. Their squares agree, so they are equal.

```lean
/-- The product of the cutoff wavevector and the real-space radius at common relative
tolerance `e` is `2 log (1/e)`, for every projector width `s`. -/
theorem cutoff_mul_radius {s e : ℝ} (hs : 0 < s) {k r : Space}
    (hk : ‖formFactor s k‖ = e * ‖formFactor s 0‖)
    (hr : projector s r = e * projector s 0) :
    ‖k‖ * ‖r‖ = 2 * Real.log (1 / e) := by
  obtain ⟨h1, h2⟩ := level_radii hs hk hr
  have hL : 0 ≤ 2 * Real.log (1 / e) := by rw [← h2]; positivity
  -- the width cancels in the product of the squared radii
  apply (sq_eq_sq₀ (by positivity) hL).mp
  linear_combination ‖k‖ ^ 2 * h1 + 2 * Real.log (1 / e) * h2
```

In words, `cutoff_mul_radius` says: for any real width `s` greater than zero, any real `e`, and any wavevector `k` and position `r` at which the transform and the projector stand at the fraction `e` of their central values, the product of the lengths of `k` and `r` is $2\log(1/e)$. The width does not appear on the right. In the proof, `hL` supplies the sign of the logarithm, `sq_eq_sq₀` reduces the claim to the equality of squares, and `linear_combination` carries out the multiplication displayed above. At $e=1$ both vectors are zero and the identity reads $0=0$.

## Narrower projectors need larger wavevectors

Take two projectors of widths $s_1$ and $s_2$ at the same tolerance, with level vectors $k_1,r_1$ and $k_2,r_2$. Both $|k_1|^2s_1^2$ and $|k_2|^2s_2^2$ equal $2\log(1/e)$, so

$$|k_1|s_1 = |k_2|s_2 .$$

Likewise $|r_1|^2s_2^2$ and $|r_2|^2s_1^2$ both equal $2s_1^2s_2^2\log(1/e)$, so

$$|r_1|s_2 = |r_2|s_1 .$$

The cutoff wavevector is inversely proportional to the width and the radius is proportional to it.

```lean
/-- At equal tolerance, the cutoff wavevectors of two projectors are inversely proportional
to their widths, and the real-space radii are proportional to them. -/
theorem cutoff_scaling {s₁ s₂ e : ℝ} (hs₁ : 0 < s₁) (hs₂ : 0 < s₂) {k₁ k₂ r₁ r₂ : Space}
    (hk₁ : ‖formFactor s₁ k₁‖ = e * ‖formFactor s₁ 0‖)
    (hr₁ : projector s₁ r₁ = e * projector s₁ 0)
    (hk₂ : ‖formFactor s₂ k₂‖ = e * ‖formFactor s₂ 0‖)
    (hr₂ : projector s₂ r₂ = e * projector s₂ 0) :
    ‖k₁‖ * s₁ = ‖k₂‖ * s₂ ∧ ‖r₁‖ * s₂ = ‖r₂‖ * s₁ := by
  obtain ⟨a₁, b₁⟩ := level_radii hs₁ hk₁ hr₁
  obtain ⟨a₂, b₂⟩ := level_radii hs₂ hk₂ hr₂
  constructor
  · apply (sq_eq_sq₀ (by positivity) (by positivity)).mp
    linear_combination b₁ - b₂
  · apply (sq_eq_sq₀ (by positivity) (by positivity)).mp
    linear_combination s₂ ^ 2 * a₁ - s₁ ^ 2 * a₂
```

The proportionalities are written as products, so they also hold at $e=1$, where a ratio of radii would be undefined.

## The energy cutoff and its use in a code

Plane-wave codes usually take the cutoff as a kinetic energy, which in atomic units is $|k|^2/2$. Squaring the product and halving it gives

$$\frac{|k|^2}{2}\,|r|^2 = 2\bigl(\log(1/e)\bigr)^2 .$$

```lean
/-- In atomic units, the plane-wave kinetic energy `|k|²/2` at the cutoff times the squared
real-space radius is `2 (log (1/e))²`. -/
theorem energy_cutoff_mul_radius_sq {s e : ℝ} (hs : 0 < s) {k r : Space}
    (hk : ‖formFactor s k‖ = e * ‖formFactor s 0‖)
    (hr : projector s r = e * projector s 0) :
    ‖k‖ ^ 2 / 2 * ‖r‖ ^ 2 = 2 * Real.log (1 / e) ^ 2 := by
  have h := cutoff_mul_radius hs hk hr
  linear_combination (‖k‖ * ‖r‖ + 2 * Real.log (1 / e)) / 2 * h
```

For a numerical case, take $e=10^{-6}$, so that $\log(1/e)\approx13.8$, and $s=0.5$ bohr. The sphere radius is $s\sqrt{2\log(1/e)}\approx2.63$ bohr, the cutoff wavevector is $\sqrt{2\log(1/e)}/s\approx10.5$ bohr$^{-1}$, and the cutoff energy is $\log(1/e)/s^2\approx55$ hartree. With $s=0.25$ bohr the radius halves and the energy rises to about 221 hartree.

The same relation governs the cost of applying the projector on a grid. A uniform grid of spacing $h$ represents wavevectors up to $\pi/h$ along each axis. If $h$ is chosen so that this limit equals $|k|$, the sphere radius measured in grid spacings is

$$\frac{|r|}{h} = \frac{|k||r|}{\pi} = \frac{2\log(1/e)}{\pi},$$

about 8.8 for $e=10^{-6}$. The number of grid points in the sphere is then roughly the same for a narrow projector as for a wide one. The expense of the narrow projector lies in the finer grid and larger basis that the rest of the cell must carry.

Such an estimate can serve as a starting value for a convergence test, but not as a replacement for one. The tolerance bounds the pointwise tail of one projector. It does not bound the error of a total energy, which also depends on the local potential and on the wavefunctions.

## Vectors that reach both levels

For every width and every tolerance with $0<e\le1$ there are vectors that satisfy the two level conditions. Along the first axis, with unit vector $\hat x$, take

$$k=\frac{\sqrt{2\log(1/e)}}{s}\,\hat x,\qquad r = s\sqrt{2\log(1/e)}\,\hat x .$$

Then $-|k|^2s^2/2=\log e$ and $-|r|^2/(2s^2)=\log e$, and exponentiating returns $e$ in both cases.

```lean
/-- For every width and every tolerance `0 < e ≤ 1`, explicit vectors along the first axis
bring both projectors to the fraction `e` of their central values. -/
theorem levels_witness {s e : ℝ} (hs : 0 < s) (he : 0 < e) (he1 : e ≤ 1) :
    ‖formFactor s (EuclideanSpace.single 0 (√(2 * Real.log (1 / e)) / s))‖
        = e * ‖formFactor s 0‖ ∧
      projector s (EuclideanSpace.single 0 (s * √(2 * Real.log (1 / e))))
        = e * projector s 0 := by
  have hlog : Real.log (1 / e) = -Real.log e := by rw [one_div, Real.log_inv]
  have hL : 0 ≤ 2 * Real.log (1 / e) := by
    have := Real.log_nonpos he.le he1
    linarith
  have hn (a : ℝ) : ‖(EuclideanSpace.single 0 a : Space)‖ ^ 2 = a ^ 2 := by
    simp
  constructor
  · have hx : -((√(2 * Real.log (1 / e)) / s) ^ 2 * s ^ 2 / 2) = Real.log e := by
      rw [div_pow, Real.sq_sqrt hL, div_mul_cancel₀ _ (pow_ne_zero 2 hs.ne'), hlog]
      ring
    rw [(formFactor_decay hs _).2, hn, hx, Real.exp_log he, mul_comm]
  · have h0 : projector s 0 = 1 := by simp [projector]
    have hx : -(s * √(2 * Real.log (1 / e))) ^ 2 / (2 * s ^ 2) = Real.log e := by
      rw [mul_pow, Real.sq_sqrt hL, hlog, div_eq_iff (by positivity)]
      ring
    rw [h0, mul_one, projector, hn, hx, Real.exp_log he]

end

end GaussianDualSpaceProjector
```

In the code, `EuclideanSpace.single 0 a` is the vector with first component `a` and the others zero; Lean counts the axes from 0. The condition $e\le1$ makes the argument of the square root nonnegative. The projector and the magnitude of its transform depend only on the lengths of $r$ and $k$. Together with `level_radii`, the witnesses therefore show that the level sets for $0<e\le1$ are nonempty spheres about the origin, shrinking to the origin itself at $e=1$.

## Which projectors are covered

In plane-wave electronic structure the theorem relates the basis cutoff to the real-space extent of a single, purely Gaussian projector in three dimensions. Among dual-space Gaussian pseudopotentials this is the form of the first $s$-channel projector. Further projectors, and those of higher angular momentum, carry powers of $|r|$ and spherical harmonics. They vanish at the origin, so a relative tolerance for them has to refer to some other value, such as the largest magnitude, and the formulas above do not apply. With such a reference, dimensional analysis still makes lengths scale with $s$ and wavevectors with $1/s$ when the shape is held fixed. The local part of the potential, with its long-range Coulomb tail, is not described by `projector` at all.

```lean
#print axioms GaussianDualSpaceProjector.formFactor_tail_iff
#print axioms GaussianDualSpaceProjector.cutoff_mul_radius
#print axioms GaussianDualSpaceProjector.cutoff_scaling
#print axioms GaussianDualSpaceProjector.energy_cutoff_mul_radius_sq
```

```
'GaussianDualSpaceProjector.formFactor_tail_iff' depends on axioms: [propext, Classical.choice, Quot.sound]
'GaussianDualSpaceProjector.cutoff_mul_radius' depends on axioms: [propext, Classical.choice, Quot.sound]
'GaussianDualSpaceProjector.cutoff_scaling' depends on axioms: [propext, Classical.choice, Quot.sound]
'GaussianDualSpaceProjector.energy_cutoff_mul_radius_sq' depends on axioms: [propext, Classical.choice, Quot.sound]
```
